# The selection rule for two-electron integrals on a ring with a continuous periodic interaction

A configuration-interaction calculation for electrons on a ring begins by tabulating the two-electron integrals. With $N$ orbitals of the form $e^{im\varphi}$, each labelled by an integer $m$, there are $N^4$ index combinations, but the loop can run over $m_1, m_2, m_3$ alone, set $m_4 = m_1+m_2-m_3$, skip the combination if $m_4$ is not among the $N$ orbitals, and otherwise read the value from a table with the single index $q = m_1-m_3$. This is justified for any interaction that is a continuous, $2\pi$-periodic function $K$ of the relative angle.

## One multipole per integral

Let $a$ and $b$ be the angles of the two electrons and take the waves $e^{im\varphi}$ with integer $m$. The integral is

$$
I=\int_0^{2\pi}\!\!\int_0^{2\pi} e^{-im_1a}e^{-im_2b}\,K(a-b)\,e^{im_3a}e^{im_4b}\,db\,da .
$$

Define the multipole moment of order $q$ by $\hat K_q=\int_0^{2\pi}K(t)e^{-iqt}\,dt$. The claim is that $I=2\pi\hat K_{m_1-m_3}$ if $m_1+m_2=m_3+m_4$, and $I=0$ otherwise.

Three facts are needed. First, $\int_0^{2\pi}e^{im\varphi}d\varphi$ is $2\pi$ for $m=0$; for $m\neq0$ it is $(e^{2\pi im}-1)/(im)=0$.

Second, if $g$ has period $2\pi$, the substitution $t=a-b$ gives

$$
\int_0^{2\pi}g(a-b)\,db=\int_{a-2\pi}^{a}g(t)\,dt=\int_0^{2\pi}g(t)\,dt,
$$

because every interval of one period gives the same integral.

Third, write $e^{inb}=e^{ina}e^{-in(a-b)}$ and apply the second fact to $g(t)=K(t)e^{-int}$:

$$
\int_0^{2\pi}K(a-b)e^{inb}\,db=e^{ina}\hat K_n .
$$

Each angular wave is thus an eigenfunction of the interaction kernel. Since the integrand of $I$ is continuous on a bounded square, Fubini's theorem allows the integral over $b$ to be done first. With $n=m_4-m_2$,

$$
I=\hat K_{m_4-m_2}\int_0^{2\pi}e^{i(m_3-m_1+m_4-m_2)a}\,da .
$$

The last integral vanishes unless $m_1+m_2=m_3+m_4$. In that case it is $2\pi$, and $m_4-m_2=m_1-m_3$.

Two consequences follow. If $K(t)=\sum_{q\in s}c_qe^{iqt}$ with $s$ finite, then $\hat K_n=\sum_{q\in s}c_q\int_0^{2\pi}e^{i(q-n)t}dt$, which is $2\pi c_n$ for $n\in s$ and zero otherwise. An allowed integral is therefore $(2\pi)^2c_{m_1-m_3}$, or zero if that multipole is absent.

If $K=V$ is real and non-negative, as for a softened Coulomb repulsion, then $|\hat V_q|\le\int_0^{2\pi}V(t)\,dt=\hat V_0$. Every direct integral ($m_3=m_1$, $m_4=m_2$) equals $2\pi\hat V_0$, so it bounds all the others in modulus, exchange integrals included.

Normalised orbitals $e^{im\varphi}/\sqrt{2\pi}$ divide every integral by $(2\pi)^2$. The allowed values become $\hat K_{m_1-m_3}/(2\pi)$ in general and $c_{m_1-m_3}$ for a finite expansion with that term present.

## Waves, moments and the integral in Lean

```lean
import Mathlib

open MeasureTheory Set
open scoped Real ComplexConjugate

namespace AzimuthalCoulomb

noncomputable section
```

The orbitals are the unnormalised waves, with the quantum number an integer and the angle any real number.

```lean
/-- The unnormalised angular wave `exp(i m φ)` with integer magnetic quantum number `m`. -/
def orbital (m : ℤ) (φ : ℝ) : ℂ := Complex.exp (Complex.I * (m : ℂ) * (φ : ℂ))
```

`multipole K q` is $\hat K_q$. The conjugate fixes the sign convention, which matters because $K$ need not be even.

```lean
/-- The multipole moment of order `q` of a kernel on the circle: the integral of
`K(t) exp(-i q t)` over one period. -/
def multipole (K : ℝ → ℂ) (q : ℤ) : ℂ :=
  ∫ t in (0 : ℝ)..(2 * π), K t * conj (orbital q t)
```

`coulomb` is an integral over the square, with the bra orbitals conjugated. Electron 1 carries $m_1$ and $m_3$, electron 2 carries $m_2$ and $m_4$. The name is broader than textbook use, since `K` may be any function of the relative angle.

```lean
/-- The two-electron integral of the interaction `K(a - b)` between the product states
`m₁ m₂` (bra) and `m₃ m₄` (ket), taken over the square `[0, 2π]²` of both angles. -/
def coulomb (K : ℝ → ℂ) (m₁ m₂ m₃ m₄ : ℤ) : ℂ :=
  ∫ p in Icc (0 : ℝ) (2 * π) ×ˢ Icc (0 : ℝ) (2 * π),
    conj (orbital m₁ p.1) * conj (orbital m₂ p.2) * K (p.1 - p.2)
      * (orbital m₃ p.1 * orbital m₄ p.2)
```

A finite expansion is given by a finite set `s` of orders and a coefficient function `c`, whose values outside `s` play no role.

```lean
/-- The kernel with finitely many multipoles, `∑ c_q exp(i q t)` over `q` in `s`. -/
def multipoleSum (s : Finset ℤ) (c : ℤ → ℂ) (t : ℝ) : ℂ := ∑ q ∈ s, c q * orbital q t
```

The main theorem and the final bound below, though not the formulas for finite expansions, apply to a softened Coulomb repulsion such as, in atomic units, $1/\sqrt{4R^2\sin^2(t/2)+d^2}$, with ring radius $R$ and a length $d>0$ that stands for the finite thickness of the ring. The bare Coulomb repulsion, $d=0$, is excluded: that kernel diverges as $1/|t|$ at $t=0$, and its multipole moments diverge logarithmically.

## Orthogonality and the eigenfunction property

Products of waves add quantum numbers, conjugation reverses them, and integer $m$ makes the wave periodic.

```lean
/-- The product of two angular waves is the wave whose quantum number is the sum. -/
theorem orbital_add (m n : ℤ) (φ : ℝ) :
    orbital (m + n) φ = orbital m φ * orbital n φ := by
  unfold orbital
  rw [← Complex.exp_add]
  congr 1
  push_cast
  ring

/-- Complex conjugation reverses the sign of the magnetic quantum number. -/
theorem orbital_conj (m : ℤ) (φ : ℝ) : conj (orbital m φ) = orbital (-m) φ := by
  unfold orbital
  rw [← Complex.exp_conj]
  congr 1
  simp

/-- An angular wave is single-valued on the circle. -/
theorem orbital_periodic (m : ℤ) : Function.Periodic (orbital m) (2 * π) := by
  intro φ
  unfold orbital
  have h : Complex.I * (m : ℂ) * ((φ + 2 * π : ℝ) : ℂ)
      = Complex.I * (m : ℂ) * (φ : ℂ) + (m : ℂ) * (2 * π * Complex.I) := by
    push_cast
    ring
  rw [h, Complex.exp_add, Complex.exp_int_mul_two_pi_mul_I, mul_one]
```

The orthogonality integral splits into the cases $m=0$ and $m\ne0$. In the second, `integral_exp_mul_complex` supplies the antiderivative and `h` says that the exponential returns to 1 after a full turn.

```lean
/-- Over a full turn an angular wave integrates to `2π` if `m = 0` and to zero otherwise. -/
theorem integral_orbital (m : ℤ) :
    ∫ φ in (0 : ℝ)..(2 * π), orbital m φ = if m = 0 then (2 * π : ℂ) else 0 := by
  by_cases hm : m = 0
  · simp [orbital, hm]
  · have hc : Complex.I * (m : ℂ) ≠ 0 :=
      mul_ne_zero Complex.I_ne_zero (Int.cast_ne_zero.mpr hm)
    have h : Complex.exp (Complex.I * (m : ℂ) * ((2 * π : ℝ) : ℂ)) = 1 := by
      rw [show Complex.I * (m : ℂ) * ((2 * π : ℝ) : ℂ) = (m : ℂ) * (2 * π * Complex.I) by
        push_cast
        ring]
      exact Complex.exp_int_mul_two_pi_mul_I m
    simp only [orbital]
    rw [integral_exp_mul_complex hc, h]
    simp [hm]
```

For the relative angle, `integral_comp_sub_left` is the substitution $t=a-b$, and `intervalIntegral_add_eq` moves the interval of one period.

```lean
/-- For a `2π`-periodic function of the relative angle `a - b`, the integral over `b`
does not depend on `a`. -/
theorem integral_relative_angle {g : ℝ → ℂ} (hg : Function.Periodic g (2 * π)) (a : ℝ) :
    ∫ b in (0 : ℝ)..(2 * π), g (a - b) = ∫ t in (0 : ℝ)..(2 * π), g t := by
  have h := hg.intervalIntegral_add_eq (a - 2 * π) 0
  rw [sub_add_cancel, zero_add] at h
  rw [intervalIntegral.integral_comp_sub_left g a, sub_zero]
  exact h
```

In the eigenfunction property, `hg` states that $K(t)e^{-int}$ is periodic and `h` is the splitting of $e^{inb}$. The factor $e^{ina}$ then leaves the integral. Only periodicity of `K` is assumed here, but the statement has its usual meaning only if `K` is integrable over a period; otherwise both sides are zero by Lean's convention for undefined integrals.

```lean
/-- Every angular wave is an eigenfunction of a `2π`-periodic interaction kernel, and the
eigenvalue is the multipole moment of the same order. -/
theorem kernel_orbital {K : ℝ → ℂ} (hP : Function.Periodic K (2 * π)) (n : ℤ) (a : ℝ) :
    ∫ b in (0 : ℝ)..(2 * π), K (a - b) * orbital n b = orbital n a * multipole K n := by
  have hg : Function.Periodic (fun t => K t * conj (orbital n t)) (2 * π) := by
    intro t
    simp only [hP t, orbital_periodic n t]
  -- split the wave at b into a wave at a and one in the relative angle
  have h : ∀ b : ℝ, K (a - b) * orbital n b
      = orbital n a * (K (a - b) * conj (orbital n (a - b))) := by
    intro b
    have hb : orbital n b = orbital n a * orbital (-n) (a - b) := by
      unfold orbital
      rw [← Complex.exp_add]
      congr 1
      push_cast
      ring
    rw [orbital_conj, hb]
    ring
  simp only [h]
  rw [intervalIntegral.integral_const_mul, integral_relative_angle hg a, multipole]
```

## The selection rule and its value

The main theorem takes a continuous `K` of period $2\pi$ and four arbitrary integers; the `if` contains both the selection rule and the value. In the proof, `hF` groups the waves by electron, and `hcont` and `hint` turn continuity into integrability on the square. `setIntegral_prod` is Fubini's theorem. After `kernel_orbital` has done the integral over the second angle, `hA` merges the remaining waves and `integral_orbital` finishes the calculation. The integer relations between the indices are left to `omega`.

```lean
/-- For a continuous `2π`-periodic interaction the two-electron integral vanishes unless
`m₁ + m₂ = m₃ + m₄`, and then it is `2π` times the multipole moment of order `m₁ - m₃`. -/
theorem coulomb_eq {K : ℝ → ℂ} (hK : Continuous K) (hP : Function.Periodic K (2 * π))
    (m₁ m₂ m₃ m₄ : ℤ) :
    coulomb K m₁ m₂ m₃ m₄
      = if m₁ + m₂ = m₃ + m₄ then 2 * π * multipole K (m₁ - m₃) else 0 := by
  -- collect the waves of each electron
  have hF : ∀ p : ℝ × ℝ, conj (orbital m₁ p.1) * conj (orbital m₂ p.2) * K (p.1 - p.2)
      * (orbital m₃ p.1 * orbital m₄ p.2)
      = orbital (m₃ - m₁) p.1 * (K (p.1 - p.2) * orbital (m₄ - m₂) p.2) := by
    intro p
    rw [orbital_conj, orbital_conj, sub_eq_add_neg m₃, sub_eq_add_neg m₄, orbital_add,
      orbital_add]
    ring
  have hcont : Continuous (fun p : ℝ × ℝ =>
      orbital (m₃ - m₁) p.1 * (K (p.1 - p.2) * orbital (m₄ - m₂) p.2)) := by
    unfold orbital
    fun_prop
  have hint : IntegrableOn (fun p : ℝ × ℝ =>
      orbital (m₃ - m₁) p.1 * (K (p.1 - p.2) * orbital (m₄ - m₂) p.2))
      (Icc (0 : ℝ) (2 * π) ×ˢ Icc (0 : ℝ) (2 * π)) (volume.prod volume) := by
    rw [← Measure.volume_eq_prod]
    exact hcont.continuousOn.integrableOn_compact (isCompact_Icc.prod isCompact_Icc)
  have hI : ∀ f : ℝ → ℂ, ∫ x in Icc (0 : ℝ) (2 * π), f x = ∫ x in (0 : ℝ)..(2 * π), f x := by
    intro f
    rw [intervalIntegral.integral_of_le (by positivity), integral_Icc_eq_integral_Ioc]
  unfold coulomb
  simp only [hF]
  -- Fubini, then the eigenfunction property for the second electron
  rw [Measure.volume_eq_prod, setIntegral_prod _ hint]
  simp only [hI, intervalIntegral.integral_const_mul, kernel_orbital hP]
  have hA : ∀ a : ℝ, orbital (m₃ - m₁) a * (orbital (m₄ - m₂) a * multipole K (m₄ - m₂))
      = orbital (m₃ - m₁ + (m₄ - m₂)) a * multipole K (m₄ - m₂) := by
    intro a
    rw [orbital_add]
    ring
  simp only [hA]
  rw [intervalIntegral.integral_mul_const, integral_orbital]
  by_cases h : m₁ + m₂ = m₃ + m₄
  · have h' : m₃ - m₁ + (m₄ - m₂) = 0 := by omega
    have hq : m₄ - m₂ = m₁ - m₃ := by omega
    rw [if_pos h, if_pos h', hq]
  · have h' : ¬ (m₃ - m₁ + (m₄ - m₂) = 0) := by omega
    rw [if_neg h, if_neg h', zero_mul]
```

## Finite expansions and the direct integral as a bound

The moment of a finite sum is computed term by term, and orthogonality leaves at most one term.

```lean
/-- The moment of order `n` of a finite multipole expansion is `2π c_n` if `n` occurs in
the expansion, and zero otherwise. -/
theorem multipole_multipoleSum (s : Finset ℤ) (c : ℤ → ℂ) (n : ℤ) :
    multipole (multipoleSum s c) n = if n ∈ s then 2 * π * c n else 0 := by
  have h : ∀ t : ℝ, multipoleSum s c t * conj (orbital n t)
      = ∑ q ∈ s, c q * orbital (q - n) t := by
    intro t
    rw [multipoleSum, Finset.sum_mul, orbital_conj]
    refine Finset.sum_congr rfl fun q _ => ?_
    rw [sub_eq_add_neg, orbital_add]
    ring
  unfold multipole
  simp only [h]
  rw [intervalIntegral.integral_finsetSum]
  · simp only [intervalIntegral.integral_const_mul, integral_orbital, sub_eq_zero, mul_ite,
      mul_zero, Finset.sum_ite_eq']
    split_ifs <;> ring
  · intro q _
    apply Continuous.intervalIntegrable
    unfold orbital
    fun_prop
```

A finite sum of waves is continuous and periodic, so the main theorem applies. The condition now has two parts: the selection rule, and the presence of the order $m_1-m_3$ in `s`.

```lean
/-- Of a finite multipole expansion only the term `q = m₁ - m₃` enters the two-electron
integral, with weight `(2π)²`, and only if `m₁ + m₂ = m₃ + m₄`. -/
theorem coulomb_multipoleSum (s : Finset ℤ) (c : ℤ → ℂ) (m₁ m₂ m₃ m₄ : ℤ) :
    coulomb (multipoleSum s c) m₁ m₂ m₃ m₄
      = if m₁ + m₂ = m₃ + m₄ ∧ m₁ - m₃ ∈ s then (2 * π) ^ 2 * c (m₁ - m₃) else 0 := by
  have hK : Continuous (multipoleSum s c) := by
    unfold multipoleSum orbital
    fun_prop
  have hP : Function.Periodic (multipoleSum s c) (2 * π) := by
    intro t
    simp only [multipoleSum, orbital_periodic _ t]
  rw [coulomb_eq hK hP, multipole_multipoleSum, ite_and]
  split_ifs <;> ring
```

The last theorem compares any integral with the direct integral of any pair `n₁`, `n₂`. The real part `.re` appears because an inequality needs real numbers; `hdir` shows that the direct integral is real. The bound on the moments is `hb`, which uses `hn`: the waves have modulus one and $V\ge0$, so the modulus of the integrand is $V$ itself. A forbidden integral is zero, and the direct integral is non-negative.

```lean
/-- For a continuous, `2π`-periodic, real and non-negative interaction, no two-electron
integral exceeds in modulus the direct integral of any pair of orbitals `n₁`, `n₂`. -/
theorem norm_coulomb_le_direct {V : ℝ → ℝ} (hV : Continuous V)
    (hP : Function.Periodic V (2 * π)) (hpos : ∀ t, 0 ≤ V t) (m₁ m₂ m₃ m₄ n₁ n₂ : ℤ) :
    ‖coulomb (fun t => (V t : ℂ)) m₁ m₂ m₃ m₄‖
      ≤ (coulomb (fun t => (V t : ℂ)) n₁ n₂ n₁ n₂).re := by
  have hK : Continuous (fun t => (V t : ℂ)) := Complex.continuous_ofReal.comp hV
  have hPK : Function.Periodic (fun t => (V t : ℂ)) (2 * π) := by
    intro t
    simp only [hP t]
  have hpi : (0 : ℝ) ≤ 2 * π := by positivity
  -- the direct integral is 2π times the monopole moment
  have h0 : multipole (fun t => (V t : ℂ)) 0 = ((∫ t in (0 : ℝ)..(2 * π), V t : ℝ) : ℂ) := by
    unfold multipole
    rw [← intervalIntegral.integral_ofReal]
    refine intervalIntegral.integral_congr fun t _ => ?_
    simp [orbital]
  have hdir : coulomb (fun t => (V t : ℂ)) n₁ n₂ n₁ n₂
      = ((2 * π * ∫ t in (0 : ℝ)..(2 * π), V t : ℝ) : ℂ) := by
    rw [coulomb_eq hK hPK, if_pos rfl, sub_self, h0]
    simp only [Complex.ofReal_mul, Complex.ofReal_ofNat]
  -- every other moment is bounded by the monopole, since the waves have modulus one
  have hn : ∀ (q : ℤ) (t : ℝ), ‖(V t : ℂ) * conj (orbital q t)‖ = V t := by
    intro q t
    have h1 : ‖orbital q t‖ = 1 := by
      have h2 : orbital q t = Complex.exp (((q * t : ℝ) : ℂ) * Complex.I) := by
        unfold orbital
        congr 1
        push_cast
        ring
      rw [h2, Complex.norm_exp_ofReal_mul_I]
    rw [norm_mul, RCLike.norm_conj, h1, mul_one, Complex.norm_real, Real.norm_eq_abs,
      abs_of_nonneg (hpos t)]
  have hb : ‖multipole (fun t => (V t : ℂ)) (m₁ - m₃)‖ ≤ ∫ t in (0 : ℝ)..(2 * π), V t := by
    have h := intervalIntegral.norm_integral_le_integral_norm (μ := volume)
      (f := fun t => (V t : ℂ) * conj (orbital (m₁ - m₃) t)) hpi
    simp only [hn] at h
    exact h
  rw [hdir, Complex.ofReal_re, coulomb_eq hK hPK]
  split_ifs
  · have h2 : ‖(2 * π : ℂ)‖ = 2 * π := by
      simp [abs_of_pos Real.pi_pos]
    rw [norm_mul, h2]
    exact mul_le_mul_of_nonneg_left hb hpi
  · rw [norm_zero]
    exact mul_nonneg hpi (intervalIntegral.integral_nonneg hpi fun t _ => hpos t)

end

end AzimuthalCoulomb
```

```lean
#print axioms AzimuthalCoulomb.coulomb_multipoleSum
#print axioms AzimuthalCoulomb.norm_coulomb_le_direct
```

```
'AzimuthalCoulomb.coulomb_multipoleSum' depends on axioms: [propext, Classical.choice, Quot.sound]
'AzimuthalCoulomb.norm_coulomb_le_direct' depends on axioms: [propext, Classical.choice, Quot.sound]
```
